# The second-order energy coefficient of a nondegenerate band in a finite k·p model

If the curvature of a band is read off the explicit $k^2/2$ in a k·p Hamiltonian, every band gets the free-electron mass. For two bands with energies 0 and 4, zero diagonal momentum matrix elements and an off-diagonal element of 1, this puts the lower band at $0.020$ when $k=0.2$, while the exact eigenvalue is about $0.010$. The missing part comes from the coupling between bands, which enters the energy at the same order, $k^2$.

With $\hbar$ and the free-electron mass set to one, let $H(k)=\mathrm{diag}(E)+kP+k^2/2$, where $E$ lists the band energies at $k=0$ and $P$ is the Hermitian matrix of momentum matrix elements. Take a band $o$ whose level $E_o$ differs from all others, and write its energy as $E_o+ke_1+k^2e_2$ to second order. Then

$$e_1=P_{oo},\qquad e_2=\frac12+\sum_{m\ne o}\frac{|P_{mo}|^2}{E_o-E_m}.$$

Where $e_2\neq0$, the effective mass is $m^*=1/(2e_2)$. In a non-interacting model with finitely many bands, this turns gaps and momentum matrix elements into effective masses.

## Finitely many bands with real energies

The bands form a finite type `n`, and `E : n → ℝ` lists their energies at the expansion point. The complex matrix `P` holds the momentum matrix elements between the band states at that point, along one fixed direction of $k$. For a local potential, the Bloch Hamiltonian takes this form, with infinitely many bands. Here the matrix is finite and given, and no crystal potential appears.

```lean
import Mathlib

open Matrix

namespace EffectiveMassSumRule

noncomputable section

variable {n : Type*} [Fintype n] [DecidableEq n]

/-- The k·p Hamiltonian `H(k) = diag(E) + k P + k²/2`, in units where `ħ` and the
free-electron mass are one. -/
def hamiltonian (E : n → ℝ) (P : Matrix n n ℂ) (k : ℝ) : Matrix n n ℂ :=
  diagonal (fun m => (E m : ℂ)) + (k : ℂ) • P + ((k : ℂ) ^ 2 / 2) • (1 : Matrix n n ℂ)
```

The unperturbed state of band $o$ is the basis vector with components $\delta_{mo}$.

```lean
/-- The unperturbed state of band `o`, a basis vector. -/
def band (o : n) : n → ℂ := Pi.single o 1
```

By hand and in Lean, finiteness is used whenever a sum over bands is written down. With infinitely many bands, convergence of the interband sum would have to be shown first.

## The eigenvalue equation at orders $k$ and $k^2$

Write $|o\rangle$ for the basis vector, $D=\mathrm{diag}(E)$, and $\psi_1,\psi_2$ for the corrections to the state. Insert $|o\rangle+k\psi_1+k^2\psi_2$ and $E_o+ke_1+k^2e_2$ into the eigenvalue equation. Order zero reads $D|o\rangle=E_o|o\rangle$, which holds. The next two orders are

$$D\psi_1+P|o\rangle=E_o\psi_1+e_1|o\rangle,$$
$$D\psi_2+P\psi_1+\tfrac12|o\rangle=E_o\psi_2+e_1\psi_1+e_2|o\rangle.$$

`PerturbationEquations` is this pair. It is the hypothesis that gives $e_1$ and $e_2$ their meaning; without it they are arbitrary complex numbers. `curvature` names the expected value of $e_2$.

```lean
/-- The first- and second-order eigenvalue equations about band `o`, for energy
coefficients `e1`, `e2` and state corrections `ψ1`, `ψ2`. -/
def PerturbationEquations (E : n → ℝ) (P : Matrix n n ℂ) (o : n) (e1 e2 : ℂ)
    (ψ1 ψ2 : n → ℂ) : Prop :=
  diagonal (fun m => (E m : ℂ)) *ᵥ ψ1 + P *ᵥ band o = (E o : ℂ) • ψ1 + e1 • band o ∧
  diagonal (fun m => (E m : ℂ)) *ᵥ ψ2 + P *ᵥ ψ1 + (1 / 2 : ℂ) • band o
    = (E o : ℂ) • ψ2 + e1 • ψ1 + e2 • band o

/-- The coefficient `1/2 + ∑ |P_mo|² / (E_o - E_m)`, summed over the bands `m ≠ o`; a term with `E_m
= E_o` counts as zero, since Lean sets `x / 0 = 0`. -/
def curvature (E : n → ℝ) (P : Matrix n n ℂ) (o : n) : ℝ :=
  1 / 2 + ∑ m ∈ Finset.univ.erase o, ‖P m o‖ ^ 2 / (E o - E m)
```

In components, the two equations become

$$E_m\psi_{1,m}+P_{mo}=E_o\psi_{1,m}+e_1\delta_{mo},\tag{1}$$
$$E_m\psi_{2,m}+(P\psi_1)_m+\tfrac12\delta_{mo}=E_o\psi_{2,m}+e_1\psi_{1,m}+e_2\delta_{mo}.\tag{2}$$

Three short lemmas evaluate the basis vector and the column $P|o\rangle$, and `equations_iff` passes between the vector and component forms.

```lean
omit [Fintype n] in
lemma band_self (o : n) : band o o = 1 := by simp [band]

omit [Fintype n] in
lemma band_ne {o m : n} (h : m ≠ o) : band o m = 0 := by simp [band, h]

lemma mulVec_band (P : Matrix n n ℂ) (o m : n) : (P *ᵥ band o) m = P m o := by
  simp [band, Matrix.mulVec, dotProduct, Pi.single_apply]

/-- The perturbation equations written out in components. -/
theorem equations_iff (E : n → ℝ) (P : Matrix n n ℂ) (o : n) (e1 e2 : ℂ) (ψ1 ψ2 : n → ℂ) :
    PerturbationEquations E P o e1 e2 ψ1 ψ2 ↔
      (∀ m, (E m : ℂ) * ψ1 m + P m o = E o * ψ1 m + e1 * band o m) ∧
      (∀ m, (E m : ℂ) * ψ2 m + (P *ᵥ ψ1) m + 1 / 2 * band o m
        = E o * ψ2 m + e1 * ψ1 m + e2 * band o m) := by
  unfold PerturbationEquations
  rw [funext_iff, funext_iff]
  simp only [Pi.add_apply, Pi.smul_apply, smul_eq_mul, Matrix.mulVec_diagonal, mulVec_band]
```

The link to $H(k)$ is a residual. Once orders zero, one and two cancel, what remains of $H(k)$ minus the truncated energy, acting on the truncated state, is

$$k^3\left[P\psi_2+\tfrac12\psi_1-e_1\psi_2-e_2\psi_1+k\left(\tfrac12-e_2\right)\psi_2\right].$$

The final `linear_combination` adds the three equations with weights $1$, $k$ and $k^2$, just as one collects powers by hand.

```lean
/-- With the perturbation equations satisfied, the expansion truncated at second order solves
the eigenvalue equation of `H(k)` up to an explicit remainder with a factor `k³`. -/
theorem truncated_expansion_residual {E : n → ℝ} {P : Matrix n n ℂ} {o : n} {e1 e2 : ℂ}
    {ψ1 ψ2 : n → ℂ} (h : PerturbationEquations E P o e1 e2 ψ1 ψ2) (k : ℝ) :
    hamiltonian E P k *ᵥ (band o + (k : ℂ) • ψ1 + (k : ℂ) ^ 2 • ψ2)
      - ((E o : ℂ) + k * e1 + (k : ℂ) ^ 2 * e2) • (band o + (k : ℂ) • ψ1 + (k : ℂ) ^ 2 • ψ2)
      = (k : ℂ) ^ 3 • (P *ᵥ ψ2 + (1 / 2 : ℂ) • ψ1 - e1 • ψ2 - e2 • ψ1
          + (k : ℂ) • ((1 / 2 - e2) • ψ2)) := by
  obtain ⟨h1, h2⟩ := (equations_iff E P o e1 e2 ψ1 ψ2).1 h
  ext m
  -- the zeroth-order equation
  have h0 : (E m : ℂ) * band o m = E o * band o m := by
    by_cases hm : m = o
    · rw [hm]
    · rw [band_ne hm, mul_zero, mul_zero]
  simp only [hamiltonian, Matrix.add_mulVec, Matrix.smul_mulVec, Matrix.one_mulVec,
    Matrix.mulVec_add, Matrix.mulVec_smul, Pi.add_apply, Pi.sub_apply, Pi.smul_apply,
    smul_eq_mul, Matrix.mulVec_diagonal, mulVec_band]
  linear_combination h0 + (k : ℂ) * h1 m + (k : ℂ) ^ 2 * h2 m
```

The truncated state is not normalised; dividing it by its norm, which is close to one for small $k$, leaves the energy coefficients unchanged. For Hermitian $P$, the usual residual bound then places an exact eigenvalue within order $k^3$ of the truncated energy, a step that the Lean file does not take.

## A Hermitian momentum matrix

Hermiticity says that momentum is an observable, so that $P_{om}=\overline{P_{mo}}$. The derivation of $e_1$ and $e_2$ by hand uses it once, in the $o$ component of $P\psi_1$. Suppose that $\psi_{1,m}=P_{mo}/(E_o-E_m)$ for $m\neq o$. Then

$$(P\psi_1)_o=P_{oo}\psi_{1,o}+\sum_{m\ne o}\frac{P_{om}P_{mo}}{E_o-E_m}
=P_{oo}\psi_{1,o}+\sum_{m\ne o}\frac{|P_{mo}|^2}{E_o-E_m}.$$

`interband_coupling` is this computation, with the sum written as `curvature` minus $1/2$. The proof splits off the term $m=o$ and uses `hP.apply` to turn each remaining product into a squared modulus.

```lean
/-- For Hermitian `P`, if the components of `ψ` outside band `o` are `P_mo / (E_o - E_m)`, then the
`o` component of `P ψ` is `P_oo ψ_o` plus `curvature E P o - 1/2`. -/
theorem interband_coupling {E : n → ℝ} {P : Matrix n n ℂ} (hP : P.IsHermitian) {o : n}
    {ψ : n → ℂ} (hψ : ∀ m, m ≠ o → ψ m = P m o / ((E o : ℂ) - E m)) :
    (P *ᵥ ψ) o = P o o * ψ o + ((curvature E P o : ℝ) : ℂ) - 1 / 2 := by
  have hs : (P *ᵥ ψ) o = ∑ m, P o m * ψ m := rfl
  have ht : ∑ m ∈ Finset.univ.erase o, P o m * ψ m
      = ((∑ m ∈ Finset.univ.erase o, ‖P m o‖ ^ 2 / (E o - E m) : ℝ) : ℂ) := by
    rw [Complex.ofReal_sum]
    apply Finset.sum_congr rfl
    intro m hm
    -- Hermiticity turns the product of matrix elements into a squared modulus
    have hn : star (P m o) * P m o = ((‖P m o‖ ^ 2 : ℝ) : ℂ) := by
      rw [← Complex.normSq_eq_norm_sq, Complex.normSq_eq_conj_mul_self]
      rfl
    rw [hψ m (Finset.ne_of_mem_erase hm), ← hP.apply o m, Complex.ofReal_div, ← hn,
      Complex.ofReal_sub]
    ring
  rw [hs, ← Finset.add_sum_erase _ _ (Finset.mem_univ o), ht]
  unfold curvature
  push_cast
  ring
```

Without Hermiticity the product $P_{om}P_{mo}$ stays as it is, and the formula can fail. For levels 0 and 4 with zero diagonal elements of $P$, $P_{01}=1$ and $P_{10}=-1$, the equations give the lower band $e_2=\frac12+\frac14=\frac34$, while the formula with squared moduli gives $\frac14$.

## A level separated from all others

The hypothesis `hE` says that $E_m\neq E_o$ for every $m\neq o$: no other band touches band $o$ at the expansion point. By hand it permits division by the gaps.

Suppose first that corrections exist. Equation (1) at $m=o$ gives $e_1=P_{oo}$. At $m\ne o$ it reads $(E_o-E_m)\psi_{1,m}=P_{mo}$, so $\psi_{1,m}=P_{mo}/(E_o-E_m)$. Equation (2) at $m=o$ is

$$(P\psi_1)_o+\tfrac12=P_{oo}\psi_{1,o}+e_2.$$

With the expression for $(P\psi_1)_o$ found above, $P_{oo}\psi_{1,o}$ cancels and $e_2$ takes the stated value.

Conversely, let $e_1$ and $e_2$ have these values. For $m\ne o$, define $\psi_{1,m}$ as before and set

$$\psi_{2,m}=\frac{(P\psi_1)_m-P_{oo}\psi_{1,m}}{E_o-E_m}.$$

These choices solve (1) and (2) for $m\neq o$. At $m=o$, (1) is $P_{oo}=e_1$ and (2) is $(P\psi_1)_o+\tfrac12=P_{oo}\psi_{1,o}+e_2$, which follows from the expression for $(P\psi_1)_o$, so both hold. The components $\psi_{1,o}$ and $\psi_{2,o}$ are free, which reflects the freedom of normalisation and phase.

The theorem states both directions as one equivalence: for given $e_1,e_2$, corrections exist exactly when the two coefficients have the stated values. In the proof, `hd` records that the gaps are nonzero, and `eq_div_iff` moves between the multiplied and divided forms of the equations.

```lean
/-- Effective-mass sum rule: for Hermitian `P` and a nondegenerate level `E_o`, the first- and
second-order equations are solvable exactly when `e1 = P_oo` and `e2 = 1/2 + ∑ |P_mo|² / (E_o -
E_m)`, summed over `m ≠ o`. -/
theorem effective_mass_sum_rule {E : n → ℝ} {P : Matrix n n ℂ} (hP : P.IsHermitian) {o : n}
    (hE : ∀ m, m ≠ o → E m ≠ E o) (e1 e2 : ℂ) :
    (∃ ψ1 ψ2, PerturbationEquations E P o e1 e2 ψ1 ψ2) ↔
      e1 = P o o ∧ e2 = ((curvature E P o : ℝ) : ℂ) := by
  have hd : ∀ m, m ≠ o → (E o : ℂ) - E m ≠ 0 := fun m hm =>
    sub_ne_zero.2 (fun h => hE m hm (Complex.ofReal_injective h).symm)
  constructor
  · rintro ⟨ψ1, ψ2, h⟩
    obtain ⟨h1, h2⟩ := (equations_iff E P o e1 e2 ψ1 ψ2).1 h
    -- project both equations on band `o`
    have a := h1 o
    have b := h2 o
    rw [band_self] at a b
    have he1 : e1 = P o o := by linear_combination -a
    have hψ : ∀ m, m ≠ o → ψ1 m = P m o / ((E o : ℂ) - E m) := by
      intro m hm
      have c := h1 m
      rw [band_ne hm] at c
      rw [eq_div_iff (hd m hm)]
      linear_combination -c
    have hc := interband_coupling hP hψ
    refine ⟨he1, ?_⟩
    rw [he1] at b
    linear_combination hc - b
  · rintro ⟨rfl, rfl⟩
    -- build the corrections by dividing by the energy gaps
    obtain ⟨ψ1, hψ1⟩ : ∃ ψ : n → ℂ, ∀ m, m ≠ o → ψ m = P m o / ((E o : ℂ) - E m) :=
      ⟨fun m => P m o / ((E o : ℂ) - E m), fun _ _ => rfl⟩
    obtain ⟨ψ2, hψ2⟩ : ∃ ψ : n → ℂ, ∀ m, m ≠ o →
        ψ m = ((P *ᵥ ψ1) m - P o o * ψ1 m) / ((E o : ℂ) - E m) :=
      ⟨fun m => ((P *ᵥ ψ1) m - P o o * ψ1 m) / ((E o : ℂ) - E m), fun _ _ => rfl⟩
    refine ⟨ψ1, ψ2, (equations_iff _ _ _ _ _ _ _).2 ⟨fun m => ?_, fun m => ?_⟩⟩
    · by_cases hm : m = o
      · rw [hm, band_self]
        ring
      · have c := (eq_div_iff (hd m hm)).1 (hψ1 m hm)
        rw [band_ne hm]
        linear_combination -c
    · by_cases hm : m = o
      · rw [hm, band_self]
        linear_combination interband_coupling hP hψ1
      · have c := (eq_div_iff (hd m hm)).1 (hψ2 m hm)
        rw [band_ne hm]
        linear_combination -c
```

Without the hypothesis, existence can fail. If $E_m=E_o$ for some $m\neq o$, equation (1) reduces to $P_{mo}=0$, so a coupled degenerate partner leaves no solution at all. The basis vector is then the wrong starting state, and $P$ has to be diagonalised within the degenerate level first. Because Lean sets $x/0=0$, the implication from corrections to coefficients would survive degeneracy, and it is the existence half that needs `hE`.

## Two bands with a gap of 4

Let $E=(0,4)$, with zero diagonal elements of $P$ and $P_{01}=P_{10}=1$. Both slopes vanish, and the second-order coefficients are

$$\text{lower: }\ \tfrac12+\tfrac{1}{0-4}=\tfrac14,\qquad
\text{upper: }\ \tfrac12+\tfrac{1}{4-0}=\tfrac34.$$

The effective masses are $2$ and $\frac23$. The exact eigenvalues agree:

$$2+\frac{k^2}{2}\mp\sqrt{4+k^2}
=2+\frac{k^2}{2}\mp\left(2+\frac{k^2}{4}+O(k^4)\right).$$

## A lowest band that is coupled

In `lowest_band_curvature_lt`, `hlow` says that band $o$ lies strictly below all others, and `hc` that $P$ couples it to at least one of them. Every denominator $E_o-E_m$ is then negative, so each term of the sum is at most zero and a coupled one is strictly negative. Hence the coefficient is below $\frac12$. The proof compares the sum with a sum of zeros through `Finset.sum_lt_sum`, which asks for exactly these two facts.

```lean
/-- If band `o` lies strictly below all others and `P` couples it to at least one of them, then
`curvature E P o` is smaller than the free-electron value `1/2`. -/
theorem lowest_band_curvature_lt {E : n → ℝ} {P : Matrix n n ℂ} {o : n}
    (hlow : ∀ m, m ≠ o → E o < E m) (hc : ∃ m, m ≠ o ∧ P m o ≠ 0) :
    curvature E P o < 1 / 2 := by
  have h : ∑ m ∈ Finset.univ.erase o, ‖P m o‖ ^ 2 / (E o - E m)
      < ∑ _m ∈ Finset.univ.erase o, (0 : ℝ) := by
    apply Finset.sum_lt_sum
    · intro m hm
      have := hlow m (Finset.ne_of_mem_erase hm)
      exact div_nonpos_of_nonneg_of_nonpos (by positivity) (by linarith)
    · obtain ⟨m, hm, hPm⟩ := hc
      have := hlow m hm
      have hp : 0 < ‖P m o‖ := norm_pos_iff.2 hPm
      exact ⟨m, Finset.mem_erase.2 ⟨hm, Finset.mem_univ m⟩,
        div_neg_of_pos_of_neg (by positivity) (by linarith)⟩
  rw [Finset.sum_const_zero] at h
  unfold curvature
  linarith
```

Without `hlow`, a band below $o$ can raise the coefficient above $\frac12$, as for the upper band in the example. Without `hc`, the coefficient may equal $\frac12$. The theorem concerns the expression `curvature` and needs no Hermiticity; reading that expression as the energy coefficient does.

## All levels distinct

Injectivity of `E` says that no two bands meet at the expansion point. Each band then satisfies the nondegeneracy hypothesis and has an expansion. When the coefficients are summed over all bands, each pair $o\ne m$ contributes

$$\frac{|P_{mo}|^2}{E_o-E_m}+\frac{|P_{om}|^2}{E_m-E_o}=0,$$

because Hermiticity makes the two moduli equal. What remains is $\frac12$ for each band, so $N$ bands give $N/2$. In the example, $\frac14+\frac34=1$. Coupling within the model therefore redistributes curvature among the bands and leaves their total unchanged.

The first half of the proof applies the main theorem to each band. For the second, `anti` states the antisymmetry of the terms, and exchanging the order of summation shows that the double sum equals its own negative.

```lean
/-- If `P` is Hermitian and all levels are distinct, every band has a second-order expansion, and
the second-order coefficients of all bands add up to half the number of bands. -/
theorem total_curvature {E : n → ℝ} {P : Matrix n n ℂ} (hP : P.IsHermitian)
    (hE : Function.Injective E) :
    (∀ o, ∃ ψ1 ψ2, PerturbationEquations E P o (P o o) ((curvature E P o : ℝ) : ℂ) ψ1 ψ2) ∧
      ∑ o, curvature E P o = (Fintype.card n : ℝ) / 2 := by
  refine ⟨fun o => (effective_mass_sum_rule hP (fun m hm h => hm (hE h)) _ _).2 ⟨rfl, rfl⟩, ?_⟩
  -- the interband terms are antisymmetric in the two bands
  have anti : ∀ o m, ‖P m o‖ ^ 2 / (E o - E m) = -(‖P o m‖ ^ 2 / (E m - E o)) := by
    intro o m
    have hn : ‖P m o‖ = ‖P o m‖ := by rw [← hP.apply o m, norm_star]
    rw [hn, ← neg_sub (E m) (E o), div_neg]
  have hS : ∑ o, ∑ m, ‖P m o‖ ^ 2 / (E o - E m)
      = -∑ o, ∑ m, ‖P m o‖ ^ 2 / (E o - E m) := by
    calc ∑ o, ∑ m, ‖P m o‖ ^ 2 / (E o - E m)
        = ∑ o, ∑ m, -(‖P o m‖ ^ 2 / (E m - E o)) :=
          Finset.sum_congr rfl fun o _ => Finset.sum_congr rfl fun m _ => anti o m
      _ = -∑ o, ∑ m, ‖P o m‖ ^ 2 / (E m - E o) := by simp only [Finset.sum_neg_distrib]
      _ = -∑ o, ∑ m, ‖P m o‖ ^ 2 / (E o - E m) := by rw [Finset.sum_comm]
  have hc : ∀ o, curvature E P o = 1 / 2 + ∑ m, ‖P m o‖ ^ 2 / (E o - E m) := by
    intro o
    unfold curvature
    rw [Finset.sum_erase]
    simp
  simp only [hc, Finset.sum_add_distrib, Finset.sum_const, Finset.card_univ, nsmul_eq_mul]
  linarith

end

end EffectiveMassSumRule
```

If two levels coincide and are coupled, neither of these basis vectors has an expansion of this form, and the sum no longer runs over energy coefficients of actual bands.

```lean
#print axioms EffectiveMassSumRule.truncated_expansion_residual
-- 'EffectiveMassSumRule.truncated_expansion_residual' depends on axioms: [propext, Classical.choice, Quot.sound]
#print axioms EffectiveMassSumRule.lowest_band_curvature_lt
-- 'EffectiveMassSumRule.lowest_band_curvature_lt' depends on axioms: [propext, Classical.choice, Quot.sound]
#print axioms EffectiveMassSumRule.total_curvature
-- 'EffectiveMassSumRule.total_curvature' depends on axioms: [propext, Classical.choice, Quot.sound]
```
